# Phillips–Kleinman pseudo-Hamiltonians with arbitrary core functionals keep the valence levels

The Hamiltonian \(H\) is modelled as a linear map on a finite-dimensional complex space \(W\) that has a basis of eigenvectors, and it is not required to be Hermitian. The basis is split once and for all into core states \(c_a\), with \(a\) in a finite set `κ`, and valence states \(\varphi_v\), with \(v\) in a finite set `ν`. Their levels are \(E_a\) and \(E_v\). Every Hermitian matrix on \(\mathbb{C}^n\) is covered, because it has such a basis. Orthonormality and real levels are not assumed in the general results of parts (a) to (e). Part (f), on hermiticity, assumes both, and the two-level model of parts (g) and (h) has real levels.

In Lean the basis is `b`, indexed by the disjoint sum `κ ⊕ ν`. Thus `b (Sum.inl a)` is \(c_a\), `b (Sum.inr v)` is \(\varphi_v\), and `ε` lists the levels. The hypothesis `hH` says that each basis vector is an eigenvector.

For each core state choose any linear functional \(F_a\) on \(W\). The pseudo-Hamiltonian is the operator \(H' = H + \sum_a |c_a\rangle F_a\), where `smulRight` builds each term of the sum.

```lean
import Mathlib

open Matrix Polynomial ComplexConjugate

namespace GeneralizedPhillipsKleinman

noncomputable section

variable {κ ν W : Type*} [Fintype κ] [DecidableEq κ] [Fintype ν] [DecidableEq ν]

section Spectrum

variable [AddCommGroup W] [Module ℂ W]

omit [DecidableEq κ] in
/-- The pseudo-Hamiltonian `H' x = H x + ∑ₐ Fₐ(x) cₐ` with core states `cₐ` and
arbitrary linear functionals `Fₐ`. -/
def pseudoHamiltonian (H : W →ₗ[ℂ] W) (c : κ → W) (F : κ → W →ₗ[ℂ] ℂ) : W →ₗ[ℂ] W :=
  H + ∑ a, (F a).smulRight (c a)
```

The functionals also define a matrix on the core indices, the core block
\[
K_{ad} = E_a\,\delta_{ad} + F_a(c_d).
\]
The definition below calls the second index `b`; the text uses \(d\), since `b` is the basis from part (b) onwards.

```lean
/-- The core block `diag(Eₐ) + (Fₐ(c_b))`. -/
def coreBlock (e : κ → ℂ) (c : κ → W) (F : κ → W →ₗ[ℂ] ℂ) : Matrix κ κ ℂ :=
  Matrix.diagonal e + Matrix.of fun a b => F a (c b)
```

The familiar Phillips–Kleinman term for a valence level \(E_v\) is the choice \(F_a(x) = (E_v - E_a)\langle c_a|x\rangle\) with orthonormal states. The results bear on pseudopotential construction within a finite-dimensional, one-electron model: they show which levels a core-projecting term can move. They say nothing about the smoothness of pseudo-states, norm conservation or transferability between atoms.

## (a) Action on a state

Show that on any \(x\) in \(W\)
\[
H'x = Hx + \sum_a F_a(x)\,c_a .
\]

**Solution.** The operator \(|c_a\rangle F_a\) sends \(x\) to the number \(F_a(x)\) times \(c_a\). Summing over \(a\) and adding \(Hx\) gives the formula. It holds for any vectors \(c_a\), eigenvectors or not. In Lean, `simp` unfolds the definition and evaluates the sum of maps at \(x\).

```lean
omit [DecidableEq κ] in
/-- The action of the pseudo-Hamiltonian on a state. -/
theorem pseudoHamiltonian_apply (H : W →ₗ[ℂ] W) (c : κ → W) (F : κ → W →ₗ[ℂ] ℂ) (x : W) :
    pseudoHamiltonian H c F x = H x + ∑ a, F a x • c a := by
  simp [pseudoHamiltonian, LinearMap.sum_apply]
```

## (b) Matrix in the eigenbasis

Show that, with core states listed first, \(H'\) has the matrix
\[
M = \begin{pmatrix} K & T \\ 0 & D \end{pmatrix},\qquad T_{av} = F_a(\varphi_v),\quad D = \mathrm{diag}(E_v).
\]

**Solution.** The columns are the images of the basis vectors:
\[
H'c_d = E_d c_d + \sum_a F_a(c_d)\,c_a,\qquad
H'\varphi_v = E_v\varphi_v + \sum_a F_a(\varphi_v)\,c_a .
\]
The coefficient of \(c_a\) in the first is \(E_a\delta_{ad} + F_a(c_d) = K_{ad}\), and no valence state appears. In the second, the core coefficients form \(T\) and the valence coefficients form \(D\).

The Lean proof compares entries with `ext i j`. The two `rcases` steps split each index into core or valence, which gives the four blocks.

```lean
/-- In an eigenbasis of `H` made of core and valence states, the pseudo-Hamiltonian is
block upper triangular, with the core block and the valence levels on the diagonal. -/
theorem toMatrix_pseudoHamiltonian (b : Module.Basis (κ ⊕ ν) ℂ W) (H : W →ₗ[ℂ] W)
    (ε : κ ⊕ ν → ℂ) (hH : ∀ i, H (b i) = ε i • b i) (F : κ → W →ₗ[ℂ] ℂ) :
    LinearMap.toMatrix b b (pseudoHamiltonian H (fun a => b (Sum.inl a)) F) =
      Matrix.fromBlocks (coreBlock (fun a => ε (Sum.inl a)) (fun a => b (Sum.inl a)) F)
        (Matrix.of fun a v => F a (b (Sum.inr v))) 0
        (Matrix.diagonal fun v => ε (Sum.inr v)) := by
  ext i j
  rw [LinearMap.toMatrix_apply, pseudoHamiltonian_apply, hH j]
  rcases i with i | i <;> rcases j with j | j
  · by_cases h : i = j
    · subst h
      simp [coreBlock, Finsupp.single_apply]
    · simp [coreBlock, Finsupp.single_apply, h]
  · simp [Finsupp.single_apply]
  · simp
  · by_cases h : i = j
    · subst h
      simp
    · simp [h]
```

## (c) Characteristic polynomial

Write \(\chi_A(X) = \det(X - A)\). Show that
\[
\chi_{H'}(X) = \prod_v (X - E_v)\;\chi_K(X).
\]

**Solution.** The matrix \(X - M\) is block upper triangular, so its determinant is the product of those of its diagonal blocks:
\[
\det(X - M) = \det(X - K)\,\det(X - D) = \chi_K(X)\prod_v (X - E_v).
\]
The coupling \(T\) drops out. Every valence level therefore survives with at least its original multiplicity in the valence set, whatever the functionals are, while the core levels are replaced by the eigenvalues of \(K\).

In Lean, `hd` evaluates the diagonal block, `LinearMap.charpoly_toMatrix` passes from the map to its matrix, and `Matrix.charpoly_fromBlocks_zero₂₁` factorises the determinant.

```lean
/-- The characteristic polynomial of the pseudo-Hamiltonian is the product of `X - E_v` over
the valence states times the characteristic polynomial of the core block. -/
theorem charpoly_pseudoHamiltonian [Module.Finite ℂ W] (b : Module.Basis (κ ⊕ ν) ℂ W)
    (H : W →ₗ[ℂ] W) (ε : κ ⊕ ν → ℂ) (hH : ∀ i, H (b i) = ε i • b i)
    (F : κ → W →ₗ[ℂ] ℂ) :
    (pseudoHamiltonian H (fun a => b (Sum.inl a)) F).charpoly =
      (∏ v, (X - C (ε (Sum.inr v)))) *
        (coreBlock (fun a => ε (Sum.inl a)) (fun a => b (Sum.inl a)) F).charpoly := by
  -- the characteristic polynomial of the diagonal valence block
  have hd : (Matrix.diagonal fun v => ε (Sum.inr v)).charpoly =
      ∏ v : ν, (X - C (ε (Sum.inr v))) := by
    have hm : (Matrix.diagonal fun v => ε (Sum.inr v)).charmatrix =
        Matrix.diagonal fun v : ν => X - C (ε (Sum.inr v)) := by
      ext1 i j
      by_cases h : i = j
      · subst h
        simp
      · simp [h]
    rw [Matrix.charpoly, hm, Matrix.det_diagonal]
  rw [← LinearMap.charpoly_toMatrix _ b, toMatrix_pseudoHamiltonian b H ε hH F,
    Matrix.charpoly_fromBlocks_zero₂₁, hd, mul_comm]
```

## (d) A valence state with core admixture

Let \(\alpha_a\) be complex coefficients. Show that
\[
H'\Big(\varphi_v + \sum_a \alpha_a c_a\Big) = E_v\varphi_v + \sum_a \big(F_a(\varphi_v) + (K\alpha)_a\big)\,c_a .
\]

**Solution.** The original Hamiltonian gives \(E_v\varphi_v + \sum_a E_a\alpha_a c_a\). The added term contributes to \(c_a\) the coefficient
\[
F_a(\varphi_v) + \sum_d F_a(c_d)\,\alpha_d .
\]
Since \(E_a\alpha_a + \sum_d F_a(c_d)\alpha_d = (K\alpha)_a\), the two parts add up to the claim. In the proof, `hs` is the action of \(H\) on the admixture and `hK` is the last identity.

```lean
omit [Fintype ν] [DecidableEq ν] in
/-- The pseudo-Hamiltonian acting on a valence state with core admixture `α`. -/
theorem pseudoHamiltonian_valence_add_core (b : Module.Basis (κ ⊕ ν) ℂ W) (H : W →ₗ[ℂ] W)
    (ε : κ ⊕ ν → ℂ) (hH : ∀ i, H (b i) = ε i • b i) (F : κ → W →ₗ[ℂ] ℂ)
    (v : ν) (α : κ → ℂ) :
    pseudoHamiltonian H (fun a => b (Sum.inl a)) F
        (b (Sum.inr v) + ∑ a, α a • b (Sum.inl a)) =
      ε (Sum.inr v) • b (Sum.inr v) + ∑ a, (F a (b (Sum.inr v)) +
        (coreBlock (fun a => ε (Sum.inl a)) (fun a => b (Sum.inl a)) F *ᵥ α) a) •
          b (Sum.inl a) := by
  have hK : ∀ a, (coreBlock (fun a => ε (Sum.inl a)) (fun a => b (Sum.inl a)) F *ᵥ α) a =
      ε (Sum.inl a) * α a + F a (∑ d, α d • b (Sum.inl d)) := by
    intro a
    simp only [coreBlock, Matrix.add_mulVec, Pi.add_apply, Matrix.mulVec_diagonal]
    congr 1
    simp [Matrix.mulVec, dotProduct, mul_comm]
  have hs : H (∑ a, α a • b (Sum.inl a)) =
      ∑ a, (ε (Sum.inl a) * α a) • b (Sum.inl a) := by
    simp [map_sum, hH, smul_smul, mul_comm]
  simp only [pseudoHamiltonian_apply, map_add, hH, hs, hK, add_smul, Finset.sum_add_distrib]
  abel
```

## (e) The pseudo-state

Suppose \(\chi_K(E_v) \neq 0\). Show that exactly one \(\alpha\) satisfies
\[
H'\psi = E_v\psi,\qquad \psi = \varphi_v + \sum_a \alpha_a c_a .
\]

**Solution.** By part (d), the valence components of the two sides agree. Comparing the coefficients of \(c_a\) gives \(F_a(\varphi_v) + (K\alpha)_a = E_v\alpha_a\), that is,
\[
(E_v - K)\,\alpha = f,\qquad f_a = F_a(\varphi_v).
\]
The determinant of \(E_v - K\) is \(\chi_K(E_v)\), which is nonzero, so the only solution is \(\alpha = (E_v - K)^{-1} f\).

The condition means physically that no shifted core level coincides with \(E_v\). If there is at least one core state, the familiar choice above violates it: there \(K = E_v\) times the identity and \(f = 0\), so every admixture solves the equation. Uniqueness refers to states whose valence part is exactly \(\varphi_v\). For an orthonormal basis the normalised state is \(\psi/\sqrt{1 + \sum_a |\alpha_a|^2}\).

In Lean, `hco` reads off a core coefficient and `hiff` turns the eigenvalue equation into the linear system. The final lines apply the inverse matrix, first for existence and then for uniqueness.

```lean
omit [Fintype ν] [DecidableEq ν] in
/-- If a valence level is not a root of the characteristic polynomial of the core block,
exactly one core admixture turns the valence state into an eigenvector of the
pseudo-Hamiltonian at that level. -/
theorem existsUnique_pseudoState (b : Module.Basis (κ ⊕ ν) ℂ W) (H : W →ₗ[ℂ] W)
    (ε : κ ⊕ ν → ℂ) (hH : ∀ i, H (b i) = ε i • b i) (F : κ → W →ₗ[ℂ] ℂ) (v : ν)
    (hv : (coreBlock (fun a => ε (Sum.inl a)) (fun a => b (Sum.inl a)) F).charpoly.eval
      (ε (Sum.inr v)) ≠ 0) :
    ∃! α : κ → ℂ, pseudoHamiltonian H (fun a => b (Sum.inl a)) F
        (b (Sum.inr v) + ∑ a, α a • b (Sum.inl a)) =
      ε (Sum.inr v) • (b (Sum.inr v) + ∑ a, α a • b (Sum.inl a)) := by
  have hact := pseudoHamiltonian_valence_add_core b H ε hH F v
  rw [Matrix.eval_charpoly, Matrix.scalar_apply] at hv
  generalize coreBlock (fun a => ε (Sum.inl a)) (fun a => b (Sum.inl a)) F = K at hv hact
  have hu := isUnit_iff_ne_zero.mpr hv
  have hco : ∀ (g : κ → ℂ) (a : κ),
      b.repr (∑ d, g d • b (Sum.inl d)) (Sum.inl a) = g a := by
    classical
    intro g a
    simp [Finsupp.single_apply]
  -- the eigenvalue equation is a linear system for the admixture
  have hiff : ∀ α : κ → ℂ, pseudoHamiltonian H (fun a => b (Sum.inl a)) F
        (b (Sum.inr v) + ∑ a, α a • b (Sum.inl a)) =
      ε (Sum.inr v) • (b (Sum.inr v) + ∑ a, α a • b (Sum.inl a)) ↔
      (Matrix.diagonal (fun _ => ε (Sum.inr v)) - K) *ᵥ α =
        fun a => F a (b (Sum.inr v)) := by
    intro α
    rw [hact, smul_add, Finset.smul_sum, add_right_inj]
    simp only [smul_smul]
    constructor
    · intro h
      funext a
      have h2 := congrArg (fun x => b.repr x (Sum.inl a)) h
      simp only [hco] at h2
      rw [Matrix.sub_mulVec, Pi.sub_apply, Matrix.mulVec_diagonal]
      linear_combination -h2
    · intro h
      refine Finset.sum_congr rfl fun a _ => ?_
      have h2 := congrFun h a
      rw [Matrix.sub_mulVec, Pi.sub_apply, Matrix.mulVec_diagonal] at h2
      congr 1
      linear_combination -h2
  refine ⟨(Matrix.diagonal (fun _ => ε (Sum.inr v)) - K)⁻¹ *ᵥ
    (fun a => F a (b (Sum.inr v))), (hiff _).2 ?_, fun β hβ => ?_⟩
  · rw [Matrix.mulVec_mulVec, Matrix.mul_nonsing_inv _ hu, Matrix.one_mulVec]
  · rw [← (hiff β).1 hβ, Matrix.mulVec_mulVec, Matrix.nonsing_inv_mul _ hu,
      Matrix.one_mulVec]

end Spectrum
```

## (f) When the pseudo-Hamiltonian is Hermitian

Now let the eigenbasis be orthonormal and the levels real. Show that \(H'\) is Hermitian exactly when, for all \(a\), \(d\) and \(v\),
\[
F_a(\varphi_v) = 0 \quad\text{and}\quad F_a(c_d) = \overline{F_d(c_a)} .
\]

**Solution.** The matrix elements are
\[
\langle c_a|H'\varphi_v\rangle = F_a(\varphi_v),\quad
\langle \varphi_v|H'c_a\rangle = 0,\quad
\langle c_a|H'c_d\rangle = E_a\delta_{ad} + F_a(c_d),
\]
and the valence block is real and diagonal. If \(H'\) is Hermitian, the first two elements are complex conjugates, so \(F_a(\varphi_v) = 0\). The third gives the second condition, because the \(E_a\) are real. Conversely, the two conditions make the matrix Hermitian, and expanding \(x\) and \(y\) in the basis gives \(\langle H'x|y\rangle = \langle x|H'y\rangle\).

That last equation, for all \(x\) and \(y\), is what `IsSymmetric` means. The steps `hc` and `hv` compute the matrix elements, `hδ` uses the real levels, and `key` is the converse on basis vectors.

```lean
/-- For an orthonormal eigenbasis with real levels, the pseudo-Hamiltonian is Hermitian exactly
when all `Fₐ` vanish on the valence states and the matrix `Fₐ(c_b)` is Hermitian. -/
theorem isSymmetric_pseudoHamiltonian_iff [NormedAddCommGroup W] [InnerProductSpace ℂ W]
    (b : OrthonormalBasis (κ ⊕ ν) ℂ W) (H : W →ₗ[ℂ] W) (ε : κ ⊕ ν → ℝ)
    (hH : ∀ i, H (b i) = (ε i : ℂ) • b i) (F : κ → W →ₗ[ℂ] ℂ) :
    (pseudoHamiltonian H (fun a => b (Sum.inl a)) F).IsSymmetric ↔
      (∀ a v, F a (b (Sum.inr v)) = 0) ∧
        ∀ a d, F a (b (Sum.inl d)) = conj (F d (b (Sum.inl a))) := by
  have ho := orthonormal_iff_ite.mp b.orthonormal
  -- matrix elements with a core or a valence state on the left
  have hc : ∀ a j, inner ℂ (b (Sum.inl a))
      (pseudoHamiltonian H (fun a => b (Sum.inl a)) F (b j)) =
      (if Sum.inl a = j then (ε j : ℂ) else 0) + F a (b j) := by
    intro a j
    simp [pseudoHamiltonian_apply, hH, inner_add_right, inner_sum, inner_smul_right, ho]
  have hv : ∀ v j, inner ℂ (b (Sum.inr v))
      (pseudoHamiltonian H (fun a => b (Sum.inl a)) F (b j)) =
      (if Sum.inr v = j then (ε j : ℂ) else 0) := by
    intro v j
    simp [pseudoHamiltonian_apply, hH, inner_add_right, inner_sum, inner_smul_right, ho]
  have hδ : ∀ i j : κ ⊕ ν, conj (if j = i then (ε i : ℂ) else 0) =
      if i = j then (ε j : ℂ) else 0 := by
    intro i j
    by_cases h : i = j
    · subst h
      simp
    · simp [h, Ne.symm h]
  constructor
  · intro h
    constructor
    · intro a v
      have h0 := h (b (Sum.inl a)) (b (Sum.inr v))
      rw [← inner_conj_symm, hv, hc, hδ] at h0
      linear_combination -h0
    · intro a d
      have h0 := h (b (Sum.inl a)) (b (Sum.inl d))
      rw [← inner_conj_symm, hc, hc, map_add, hδ] at h0
      exact (add_left_cancel h0).symm
  · rintro ⟨h1, h2⟩
    have key : ∀ i j, inner ℂ (pseudoHamiltonian H (fun a => b (Sum.inl a)) F (b i)) (b j) =
        inner ℂ (b i) (pseudoHamiltonian H (fun a => b (Sum.inl a)) F (b j)) := by
      intro i j
      rw [← inner_conj_symm]
      rcases i with a | v <;> rcases j with d | w
      · rw [hc, hc, map_add, hδ, h2 a d]
      · rw [hv, hc, hδ, h1, add_zero]
      · rw [hc, hv, h1, add_zero, hδ]
      · rw [hv, hv, hδ]
    intro x y
    rw [← b.sum_repr x, ← b.sum_repr y]
    simp only [map_sum, map_smul, sum_inner, inner_sum, inner_smul_left, inner_smul_right, key]
```

## (g) Matrix of a two-level model

Take \(H = \mathrm{diag}(E_c, E_v)\) on \(\mathbb{C}^2\) with real levels, the core vector \((1,0)\), and the single functional \(F(x) = s x_0 + t x_1\) with complex \(s\) and \(t\). Show that \(H'\) has the matrix
\[
\begin{pmatrix} E_c + s & t \\ 0 & E_v \end{pmatrix}.
\]

**Solution.** By part (a), \(H'x = (E_c x_0 + s x_0 + t x_1,\; E_v x_1)\). Setting \(x = (1,0)\) and \(x = (0,1)\) gives the two columns. The model is defined first, with `Unit` as the one-element set of core indices; the proof then checks the four entries.

```lean
/-- A pseudo-Hamiltonian with one core level `Ec`, one valence level `Ev` and the functional
`F(x) = s x₀ + t x₁`. -/
def twoLevel (Ec Ev : ℝ) (s t : ℂ) : (Fin 2 → ℂ) →ₗ[ℂ] (Fin 2 → ℂ) :=
  pseudoHamiltonian (Matrix.toLin' !![(Ec : ℂ), 0; 0, (Ev : ℂ)]) (fun _ : Unit => ![1, 0])
    (fun _ => s • LinearMap.proj 0 + t • LinearMap.proj 1)

/-- The matrix of the two-level pseudo-Hamiltonian. -/
theorem toMatrix_twoLevel (Ec Ev : ℝ) (s t : ℂ) :
    LinearMap.toMatrix' (twoLevel Ec Ev s t) = !![(Ec : ℂ) + s, t; 0, (Ev : ℂ)] := by
  ext i j
  fin_cases i <;> fin_cases j <;>
    simp [twoLevel, LinearMap.toMatrix'_apply, pseudoHamiltonian_apply, Matrix.toLin'_apply,
      Matrix.mulVec, dotProduct, Fin.sum_univ_two]
```

## (h) Real valence level without hermiticity

Let \(t \neq 0\). Show that this matrix is not Hermitian and that
\[
\chi_{H'}(X) = \big(X - (E_c + s)\big)(X - E_v).
\]

**Solution.** Hermiticity would require the upper right entry \(t\) to be the conjugate of the lower left entry \(0\), which contradicts \(t \neq 0\). The determinant of \(X - H'\) is the product of its diagonal entries, since the lower left entry vanishes. The core level has moved by \(s\) and the valence level has not moved. Lean uses `h.apply 0 1` for the first claim and the two-by-two determinant formula for the second.

```lean
/-- For `t ≠ 0` the two-level pseudo-Hamiltonian is not Hermitian, and its characteristic
polynomial has the roots `Ec + s` and `Ev`. -/
theorem twoLevel_not_hermitian_and_charpoly (Ec Ev : ℝ) (s t : ℂ) (ht : t ≠ 0) :
    ¬ (LinearMap.toMatrix' (twoLevel Ec Ev s t)).IsHermitian ∧
      (LinearMap.toMatrix' (twoLevel Ec Ev s t)).charpoly =
        (X - C ((Ec : ℂ) + s)) * (X - C (Ev : ℂ)) := by
  rw [toMatrix_twoLevel]
  constructor
  · intro h
    have h0 := h.apply 0 1
    exact ht (by simpa using h0.symm)
  · rw [Matrix.charpoly, Matrix.det_fin_two]
    simp [Matrix.charmatrix_apply]

end

end GeneralizedPhillipsKleinman
```

```lean
#print axioms GeneralizedPhillipsKleinman.toMatrix_pseudoHamiltonian
#print axioms GeneralizedPhillipsKleinman.charpoly_pseudoHamiltonian
#print axioms GeneralizedPhillipsKleinman.isSymmetric_pseudoHamiltonian_iff
#print axioms GeneralizedPhillipsKleinman.twoLevel_not_hermitian_and_charpoly
```

```
'GeneralizedPhillipsKleinman.toMatrix_pseudoHamiltonian' depends on axioms: [propext, Classical.choice, Quot.sound]
'GeneralizedPhillipsKleinman.charpoly_pseudoHamiltonian' depends on axioms: [propext, Classical.choice, Quot.sound]
'GeneralizedPhillipsKleinman.isSymmetric_pseudoHamiltonian_iff' depends on axioms: [propext, Classical.choice, Quot.sound]
'GeneralizedPhillipsKleinman.twoLevel_not_hermitian_and_charpoly' depends on axioms: [propext, Classical.choice, Quot.sound]
```

## Numbers for the two-level model

Take \(E_c = -10\), \(E_v = -1\), \(s = 12\) and \(t = 3\) in arbitrary energy units. Then
\[
H' = \begin{pmatrix} 2 & 3 \\ 0 & -1 \end{pmatrix},
\]
with eigenvalues \(2\) and \(-1\). The core level has been lifted above the valence level.

The core block is the number \(K = 2\), so part (e) gives \((-1 - 2)\,\alpha = 3\), hence \(\alpha = -1\) and \(\psi = (-1, 1)\). Indeed \(H'\psi = (-2 + 3,\, -1) = (1, -1) = -\psi\). The normalised pseudo-state is \((-1, 1)/\sqrt{2}\), with half its weight on the core state.
